# Moments of a first-order antiphase multiplet with $p$ active spins: zero below order $p$, $p!\prod (J_k/2)$ at order $p$

Integrating over an antiphase multiplet gives no measure of its strength, because the positive and negative lines cancel. One can instead weight each line by a power of its frequency before summing, and must then know which power first gives a non-zero result. For the first-order multiplet of a spin coupled to $n$ spins one-half, with lines of strength $\pm1/2^n$, all powers below the number $p$ of active spins (those in which the multiplet is antiphase) give zero, and the power $p$ gives $p!$ times the product of the halved couplings to the active spins.

In Lean 4 with Mathlib:

```lean
import Mathlib

open Finset

namespace AntiphaseMultiplet

noncomputable section

variable {ι : Type*} [Fintype ι] [DecidableEq ι]
```

The type `ι` labels the coupled spins. It is finite, with $n$ elements, and the detected spin is not among them.

```lean
/-- The sign `+1` or `-1` belonging to the two states of a spin one-half. -/
def spinSign (b : Bool) : ℝ := if b then 1 else -1
```

A `Bool` stands for the two states of a spin one-half, and `spinSign` turns it into $+1$ or $-1$. For a state pattern $e$, write $s_k$ for `spinSign (e k)`.

```lean
/-- The position of the multiplet line that belongs to the state pattern `e` of the coupled
spins, for chemical shift `ν` and coupling constants `J k`. -/
def linePosition (ν : ℝ) (J : ι → ℝ) (e : ι → Bool) : ℝ :=
  ν + ∑ k, J k / 2 * spinSign (e k)
```

The pattern $e$ gives a line at
$$x_e=\nu+\sum_k \tfrac{J_k}{2}\,s_k .$$
Here $\nu$ is called the chemical shift, but it is a frequency in the units of $J_k$, not a value in ppm. The formula is the first-order one. That a real spectrum has these line positions and equal line strengths is the weak-coupling approximation, which is put in here and not derived from a spin Hamiltonian.

```lean
/-- The `j`-th moment of the multiplet that is antiphase in the spins of `A`: the average over
all state patterns of the product of the active signs times the `j`-th power of the position. -/
def antiphaseMoment (ν : ℝ) (J : ι → ℝ) (A : Finset ι) (j : ℕ) : ℝ :=
  (∑ e : ι → Bool, (∏ k ∈ A, spinSign (e k)) * linePosition ν J e ^ j) / 2 ^ Fintype.card ι
```

The finite set `A` holds the active spins, those in which the multiplet is antiphase. With one active spin $S$ this is the pattern of the product operator $2I_xS_z$. The moment is
$$M_j(A)=\frac1{2^n}\sum_e\Big(\prod_{k\in A}s_k\Big)x_e^{\,j}.$$
Unlike the usual moment of a line shape, it is not divided by the total intensity, which may be zero.

```lean
/-- The total intensity of a multiplet with at least one active spin is zero. -/
theorem total_intensity_eq_zero (ν : ℝ) (J : ι → ℝ) {A : Finset ι} (hA : A.Nonempty) :
    antiphaseMoment ν J A 0 = 0 := by
  obtain ⟨a, ha⟩ := hA
  have h1 : ∀ e : ι → Bool,
      ∏ k ∈ A, spinSign (e k) = ∏ k, (if k ∈ A then spinSign (e k) else 1) := by
    intro e
    rw [Finset.prod_ite_mem, Finset.univ_inter]
  -- the sum over patterns factorises into one sum for each spin
  have h2 : ∑ e : ι → Bool, ∏ k, (if k ∈ A then spinSign (e k) else 1)
      = ∏ k, ∑ b : Bool, (if k ∈ A then spinSign b else 1) := by
    rw [Finset.prod_univ_sum, Fintype.piFinset_univ]
  have h3 : ∏ k, ∑ b : Bool, (if k ∈ A then spinSign b else 1) = 0 :=
    Finset.prod_eq_zero (Finset.mem_univ a) (by simp [ha, spinSign])
  unfold antiphaseMoment
  simp only [pow_zero, mul_one]
  rw [Finset.sum_congr rfl (fun e _ => h1 e), h2, h3, zero_div]
```

The hypothesis `A.Nonempty` says that there is at least one active spin. The sum over patterns factorises into one sum per spin:
$$\sum_e\prod_{k\in A}s_k=\prod_{k\in A}(1-1)\prod_{k\notin A}2=0 .$$
In the proof, `h1` writes the product over all spins, with a factor 1 for each passive one, `h2` factorises the sum, and `h3` finds the zero factor.

```lean
/-- Raising the order of the moment by one gives the shift times the old moment, plus terms in
which one coupling turns an active spin passive or a passive spin active. -/
theorem moment_succ (ν : ℝ) (J : ι → ℝ) (A : Finset ι) (j : ℕ) :
    antiphaseMoment ν J A (j + 1) = ν * antiphaseMoment ν J A j
      + ∑ k ∈ A, J k / 2 * antiphaseMoment ν J (A.erase k) j
      + ∑ k ∈ Aᶜ, J k / 2 * antiphaseMoment ν J (insert k A) j := by
  have h : ∀ e : ι → Bool, (∏ i ∈ A, spinSign (e i)) * linePosition ν J e ^ (j + 1)
      = ν * ((∏ i ∈ A, spinSign (e i)) * linePosition ν J e ^ j)
        + ∑ k ∈ A, J k / 2 * ((∏ i ∈ A.erase k, spinSign (e i)) * linePosition ν J e ^ j)
        + ∑ k ∈ Aᶜ, J k / 2 *
            ((∏ i ∈ insert k A, spinSign (e i)) * linePosition ν J e ^ j) := by
    intro e
    -- an active sign squares to one and drops out of the product
    have h1 : ∑ k ∈ A, J k / 2 *
          ((∏ i ∈ A.erase k, spinSign (e i)) * linePosition ν J e ^ j)
        = (∑ k ∈ A, J k / 2 * spinSign (e k)) *
          ((∏ i ∈ A, spinSign (e i)) * linePosition ν J e ^ j) := by
      rw [Finset.sum_mul]
      refine Finset.sum_congr rfl fun k hk => ?_
      have hs : spinSign (e k) * spinSign (e k) = 1 := by
        cases e k <;> norm_num [spinSign]
      have hp : spinSign (e k) * ∏ i ∈ A.erase k, spinSign (e i)
          = ∏ i ∈ A, spinSign (e i) :=
        Finset.mul_prod_erase A (fun i => spinSign (e i)) hk
      rw [← hp]
      linear_combination (-(J k / 2 * (∏ i ∈ A.erase k, spinSign (e i))
        * linePosition ν J e ^ j)) * hs
    -- a passive sign joins the product
    have h2 : ∑ k ∈ Aᶜ, J k / 2 *
          ((∏ i ∈ insert k A, spinSign (e i)) * linePosition ν J e ^ j)
        = (∑ k ∈ Aᶜ, J k / 2 * spinSign (e k)) *
          ((∏ i ∈ A, spinSign (e i)) * linePosition ν J e ^ j) := by
      rw [Finset.sum_mul]
      refine Finset.sum_congr rfl fun k hk => ?_
      rw [Finset.prod_insert (Finset.mem_compl.mp hk)]
      ring
    have h3 : linePosition ν J e = ν + (∑ k ∈ A, J k / 2 * spinSign (e k)
        + ∑ k ∈ Aᶜ, J k / 2 * spinSign (e k)) := by
      rw [Finset.sum_add_sum_compl, linePosition]
    rw [h1, h2, pow_succ]
    linear_combination ((∏ i ∈ A, spinSign (e i)) * linePosition ν J e ^ j) * h3
  have hs : ∀ (s : Finset ι) (g : ι → (ι → Bool) → ℝ),
      (∑ e : ι → Bool, ∑ k ∈ s, J k / 2 * g k e) / 2 ^ Fintype.card ι
        = ∑ k ∈ s, J k / 2 * ((∑ e : ι → Bool, g k e) / 2 ^ Fintype.card ι) := by
    intro s g
    rw [Finset.sum_comm, Finset.sum_div]
    refine Finset.sum_congr rfl fun k _ => ?_
    rw [← Finset.mul_sum, mul_div_assoc]
  unfold antiphaseMoment
  rw [Finset.sum_congr rfl (fun e _ => h e), Finset.sum_add_distrib, Finset.sum_add_distrib,
    ← Finset.mul_sum, add_div, add_div, mul_div_assoc, hs, hs]
```

Split one factor $x_e$ off $x_e^{\,j+1}$. Its term $\frac{J_k}{2}s_k$ multiplies the weight by one sign. If $k$ is active, $s_k^2=1$ removes $k$ from the product; if $k$ is passive, $s_k$ joins it. Averaging gives
$$M_{j+1}(A)=\nu M_j(A)+\sum_{k\in A}\tfrac{J_k}{2}M_j(A\setminus\{k\})+\sum_{k\notin A}\tfrac{J_k}{2}M_j(A\cup\{k\}).$$
`A.erase k`, `insert k A` and `Aᶜ` are the set with $k$ removed, the set with $k$ added, and the passive spins. The step `h` is the identity for a single pattern, with `h1` for the active and `h2` for the passive spins; `hs` then takes the average inside the sums. The tactic `linear_combination` checks that an equation follows algebraically from a multiple of another.

```lean
/-- All moments of order lower than the number of active spins vanish. -/
theorem moment_eq_zero_of_lt (ν : ℝ) (J : ι → ℝ) (A : Finset ι) (j : ℕ) (h : j < A.card) :
    antiphaseMoment ν J A j = 0 := by
  induction j generalizing A with
  | zero => exact total_intensity_eq_zero ν J (Finset.card_pos.mp h)
  | succ j ih =>
    rw [moment_succ, ih A (by omega), Finset.sum_eq_zero, Finset.sum_eq_zero]
    · ring
    · intro k hk
      have hc := Finset.card_insert_of_notMem (Finset.mem_compl.mp hk)
      rw [ih _ (by omega), mul_zero]
    · intro k hk
      have hc := Finset.card_erase_add_one hk
      rw [ih _ (by omega), mul_zero]
```

`A.card` is the number of active spins. The proof is by induction on $j$, for all sets at once (`generalizing A`). Order zero is the previous cancellation. If $j+1<p$, the sets on the right of the recurrence have $p$, $p-1$ or $p+1$ elements, all more than $j$, so every term vanishes. The tactic `omega` does this counting.

```lean
/-- With `p` active spins, the moment of order `p` is `p!` times the product of the halved
active couplings, whatever the chemical shift and the passive couplings. -/
theorem leading_moment (ν : ℝ) (J : ι → ℝ) (A : Finset ι) (p : ℕ) (h : A.card = p) :
    antiphaseMoment ν J A p = (p.factorial : ℝ) * ∏ k ∈ A, J k / 2 := by
  induction p generalizing A with
  | zero =>
    rw [Finset.card_eq_zero.mp h]
    simp [antiphaseMoment]
  | succ p ih =>
    have hpas : ∑ k ∈ Aᶜ, J k / 2 * antiphaseMoment ν J (insert k A) p = 0 := by
      refine Finset.sum_eq_zero fun k hk => ?_
      have hc := Finset.card_insert_of_notMem (Finset.mem_compl.mp hk)
      rw [moment_eq_zero_of_lt ν J _ p (by omega), mul_zero]
    -- each active spin contributes the same amount
    have hact : ∀ k ∈ A, J k / 2 * antiphaseMoment ν J (A.erase k) p
        = (p.factorial : ℝ) * ∏ i ∈ A, J i / 2 := by
      intro k hk
      have hc := Finset.card_erase_add_one hk
      have hp : J k / 2 * ∏ i ∈ A.erase k, J i / 2 = ∏ i ∈ A, J i / 2 :=
        Finset.mul_prod_erase A (fun i => J i / 2) hk
      rw [ih _ (by omega), ← hp]
      ring
    rw [moment_succ, moment_eq_zero_of_lt ν J A p (by omega), hpas,
      Finset.sum_congr rfl hact, Finset.sum_const, nsmul_eq_mul, h, Nat.factorial_succ]
    push_cast
    ring
```

This is the main result, $M_p(A)=p!\prod_{k\in A}\tfrac{J_k}{2}$. For $p=0$ both sides are 1. For the induction step, let $A$ have $p+1$ spins. In the recurrence for $M_{p+1}(A)$, the shift term and the passive terms (`hpas`) vanish, since their order $p$ is too low. Each active term (`hact`) gives
$$\tfrac{J_k}{2}\;p!\prod_{i\in A\setminus\{k\}}\tfrac{J_i}{2}=p!\prod_{i\in A}\tfrac{J_i}{2},$$
and there are $p+1$ of them, which makes $(p+1)!$. For an antiphase doublet the result is $J/2$: half the splitting in size, with the sign of $J$.

```lean
/-- If an active spin has zero coupling, every moment of the multiplet vanishes. -/
theorem moment_eq_zero_of_uncoupled (ν : ℝ) (J : ι → ℝ) (A : Finset ι) (j : ℕ) {a : ι}
    (ha : a ∈ A) (hJ : J a = 0) : antiphaseMoment ν J A j = 0 := by
  induction j generalizing A with
  | zero => exact total_intensity_eq_zero ν J ⟨a, ha⟩
  | succ j ih =>
    rw [moment_succ, ih A ha, Finset.sum_eq_zero, Finset.sum_eq_zero]
    · ring
    · intro k _
      rw [ih _ (Finset.mem_insert_of_mem ha), mul_zero]
    · intro k _
      by_cases hk : a = k
      · rw [← hk, hJ]
        ring
      · rw [ih _ (Finset.mem_erase.mpr ⟨hk, ha⟩), mul_zero]
```

If $J_a=0$ for an active spin $a$, lines of opposite sign coincide and cancel. In the induction, the term that removes $a$ has coefficient zero, and all other terms keep $a$ active.

```lean
/-- All moments of an antiphase multiplet vanish exactly when some active coupling is zero. -/
theorem all_moments_zero_iff (ν : ℝ) (J : ι → ℝ) (A : Finset ι) :
    (∀ j, antiphaseMoment ν J A j = 0) ↔ ∃ a ∈ A, J a = 0 := by
  constructor
  · intro h
    have h0 := h A.card
    rw [leading_moment ν J A A.card rfl] at h0
    have hf : (A.card.factorial : ℝ) ≠ 0 := Nat.cast_ne_zero.mpr (Nat.factorial_ne_zero _)
    obtain ⟨a, ha, hJ⟩ := Finset.prod_eq_zero_iff.mp ((mul_eq_zero.mp h0).resolve_left hf)
    exact ⟨a, ha, by linarith⟩
  · rintro ⟨a, ha, hJ⟩ j
    exact moment_eq_zero_of_uncoupled ν J A j ha hJ
```

Conversely, if all moments vanish, so does the one of order $p$. As $p!\neq0$, some factor $J_a/2$ must be zero.

```lean
/-- For a multiplet centred at zero, a moment vanishes when its order and the number of active
spins have different parity. -/
theorem centred_moment_eq_zero_of_odd (J : ι → ℝ) (A : Finset ι) (j : ℕ)
    (h : (j + A.card) % 2 = 1) : antiphaseMoment 0 J A j = 0 := by
  induction j generalizing A with
  | zero => exact total_intensity_eq_zero 0 J (Finset.card_pos.mp (by omega))
  | succ j ih =>
    rw [moment_succ, Finset.sum_eq_zero, Finset.sum_eq_zero]
    · ring
    · intro k hk
      have hc := Finset.card_insert_of_notMem (Finset.mem_compl.mp hk)
      rw [ih _ (by omega), mul_zero]
    · intro k hk
      have hc := Finset.card_erase_add_one hk
      rw [ih _ (by omega), mul_zero]

end

end AntiphaseMultiplet
```

With $\nu=0$ the shift term disappears. Each remaining term lowers the order by one and changes the number of active spins by one, so $j+p$ stays odd. At order zero the number of active spins is therefore odd, hence not zero, and the total intensity vanishes.

```lean
#print axioms AntiphaseMultiplet.all_moments_zero_iff
#print axioms AntiphaseMultiplet.centred_moment_eq_zero_of_odd
```

```
'AntiphaseMultiplet.all_moments_zero_iff' depends on axioms: [propext, Classical.choice, Quot.sound]
'AntiphaseMultiplet.centred_moment_eq_zero_of_odd' depends on axioms: [propext, Classical.choice, Quot.sound]
```
